# The standard quantum limit for a free mass with non-negative position–momentum covariance

The uncertainty relation between position $x$ and momentum $p$ constrains one instant and puts no floor under the position spread alone, so an estimate based on the initial width would allow the position of a free particle at a later time $t$ to be predicted as sharply as one likes. That estimate ignores that a narrow packet has a broad momentum distribution and spreads. For a particle of mass $m>0$ whose initial covariance of $x$ and $p$ is non-negative, the trade-off has a definite floor: the variance of the position at time $t\ge 0$ is at least $\hbar t/m$. The bound concerns the spread of one observable in a given state. The name is also used for limits on repeated measurements, and no measuring device or state update is modelled here.

## Operators and moments

Two spaces appear. `W` is a complex vector space, enough for commutator algebra, and `V` carries an inner product `⟪u, v⟫_ℂ`, written $\langle u,v\rangle$ and antilinear in the first slot as in Dirac notation. `V` need not be complete or finite-dimensional. Operators are linear maps defined on all of the space, so for a particle on a line `V` stands for a common domain that $x$ and $p$ map into itself.

In Lean 4 with Mathlib:

```lean
import Mathlib

open Complex ComplexConjugate
open scoped InnerProductSpace

namespace StandardQuantumLimit

noncomputable section

variable {W : Type*} [AddCommGroup W] [Module ℂ W]
variable {V : Type*} [NormedAddCommGroup V] [InnerProductSpace ℂ V]
```

In the Heisenberg picture the free position is $x(t)=x+tp/m$ and the Hamiltonian is $H=p^2/2m$.

```lean
/-- The freely evolved position `x(t) = x + t p / m` of a particle of mass `m`. -/
def freePos (x p : Module.End ℂ W) (m t : ℝ) : Module.End ℂ W := x + ((t / m : ℝ) : ℂ) • p

/-- The free-particle Hamiltonian `p² / (2m)`. -/
def kinetic (p : Module.End ℂ W) (m : ℝ) : Module.End ℂ W := ((1 / (2 * m) : ℝ) : ℂ) • (p * p)
```

The commutation relation is the quantum postulate, and the real number $\hbar$ (`hbar`), physically the reduced Planck constant, sets the scale of the failure of $x$ and $p$ to commute. The bound needs it only on the state $\psi$, as $[x,p]\psi=i\hbar\psi$, which follows from the operator relation $[x,p]=i\hbar$ and is weaker than it.

```lean
/-- The canonical commutation relation acting on the state: `[x, p] ψ = i ħ ψ`. -/
def CanonicalAt (x p : Module.End ℂ W) (hbar : ℝ) (ψ : W) : Prop :=
  x (p ψ) - p (x ψ) = (I * (hbar : ℂ)) • ψ
```

For operators $A$, $B$ the moments are
$$\langle A\rangle=\operatorname{Re}\langle\psi,A\psi\rangle,\qquad \operatorname{Var}A=\langle A^2\rangle-\langle A\rangle^2,\qquad \operatorname{Cov}(A,B)=\tfrac12\langle AB+BA\rangle-\langle A\rangle\langle B\rangle .$$
They carry no division by $\lVert\psi\rVert^2$, so every theorem about them takes `‖ψ‖ = 1`. States are pure.

```lean
/-- The expectation value `⟨A⟩ = Re ⟨ψ, A ψ⟩`. -/
def mean (A : Module.End ℂ V) (ψ : V) : ℝ := (⟪ψ, A ψ⟫_ℂ).re

/-- The variance `⟨A²⟩ - ⟨A⟩²`. -/
def variance (A : Module.End ℂ V) (ψ : V) : ℝ := mean (A * A) ψ - mean A ψ ^ 2

/-- The symmetrised covariance `⟨AB + BA⟩ / 2 - ⟨A⟩⟨B⟩`. -/
def cov (A B : Module.End ℂ V) (ψ : V) : ℝ := mean (A * B + B * A) ψ / 2 - mean A ψ * mean B ψ
```

The fluctuation vector is $\delta A\,\psi=A\psi-\langle A\rangle\psi$.

```lean
/-- The fluctuation vector `δA ψ = (A - ⟨A⟩) ψ`. -/
def fluct (A : Module.End ℂ V) (ψ : V) : V := A ψ - (mean A ψ : ℂ) • ψ
```

## Why $x+tp/m$ is the free position

Under the full operator relation,
$$[p^2,x]=-\bigl(p[x,p]+[x,p]p\bigr)=-2i\hbar p .$$
Since $p$ commutes with $H$, we get $[H,x(t)]=\frac{1}{2m}[p^2,x]=-i\hbar p/m$, and therefore $m\,\frac{i}{\hbar}[H,x(t)]=p$. The right side agrees with $m\,\dot x(t)=p$ read off from the definition. In the code `h1` is the first line, `h2` removes the momentum part of $x(t)$, and `hs` multiplies the constants, which needs $\hbar\ne0$ and $m\ne0$. The theorem is an algebraic identity: $x(t)$ is defined, and is not derived from a unitary group $e^{-iHt/\hbar}$.

```lean
/-- If `[x, p] = i ħ` with `ħ ≠ 0` and `m ≠ 0`, then `x(t)` obeys `m (i/ħ) [H, x(t)] = p` with `H =
p²/(2m)`. -/
theorem heisenberg_equation {x p : Module.End ℂ W} {hbar m : ℝ} (hh : hbar ≠ 0) (hm : m ≠ 0)
    (hc : x * p - p * x = (I * (hbar : ℂ)) • 1) (t : ℝ) :
    ((m : ℂ) * (I / (hbar : ℂ))) •
      (kinetic p m * freePos x p m t - freePos x p m t * kinetic p m) = p := by
  have h1 : p * p * x - x * (p * p) = (-(2 * (I * (hbar : ℂ)))) • p := by
    have e : p * p * x - x * (p * p) = -(p * (x * p - p * x) + (x * p - p * x) * p) := by
      noncomm_ring
    rw [e, hc]
    simp only [mul_smul_comm, smul_mul_assoc, mul_one, one_mul]
    module
  -- the momentum part of `x(t)` commutes with `H`
  have h2 : kinetic p m * freePos x p m t - freePos x p m t * kinetic p m
      = ((1 / (2 * m) : ℝ) : ℂ) • (p * p * x - x * (p * p)) := by
    simp only [kinetic, freePos, mul_add, add_mul, mul_smul_comm, smul_mul_assoc, mul_assoc]
    module
  have hh' : (hbar : ℂ) ≠ 0 := ofReal_ne_zero.mpr hh
  have hm' : (m : ℂ) ≠ 0 := ofReal_ne_zero.mpr hm
  have hs : (m : ℂ) * (I / (hbar : ℂ)) * ((1 / (2 * m) : ℝ) : ℂ) * (-(2 * (I * (hbar : ℂ))))
      = -(I * I) := by
    push_cast
    field_simp
  rw [h2, h1, smul_smul, smul_smul, hs, I_mul_I, neg_neg, one_smul]
```

The operator relation has a solution. On polynomials $f$ in a variable $X$, take $xf=Xf$ and $pf=-i\hbar f'$. Then $xpf-pxf=-i\hbar Xf'+i\hbar(f+Xf')=i\hbar f$, by the product rule `Polynomial.derivative_mul`. No inner product is placed on the polynomials, so this example serves the equation of motion only.

```lean
/-- On polynomials, multiplication by `X` and `-i ħ d/dX` satisfy `[x, p] = i ħ`. -/
theorem polynomial_witness (hbar : ℝ) :
    let x : Module.End ℂ (Polynomial ℂ) := LinearMap.mulLeft ℂ Polynomial.X
    let p : Module.End ℂ (Polynomial ℂ) := (-(I * (hbar : ℂ))) • Polynomial.derivative
    x * p - p * x = (I * (hbar : ℂ)) • 1 := by
  intro x p
  apply LinearMap.ext
  intro f
  simp only [x, p, LinearMap.sub_apply, Module.End.mul_apply, LinearMap.smul_apply,
    LinearMap.mulLeft_apply, Module.End.one_apply, Polynomial.derivative_mul,
    Polynomial.derivative_X, Polynomial.smul_eq_C_mul, map_neg]
  ring
```

## Moments as inner products of fluctuation vectors

Observables are symmetric: $\langle Au,v\rangle=\langle u,Av\rangle$ for all vectors $u,v$, which is `LinearMap.IsSymmetric A`. Self-adjointness is not required. Symmetry makes $\langle\psi,A\psi\rangle$ equal to its conjugate, so it equals $\langle A\rangle$ (the step `key`). Expanding with $\langle\psi,\psi\rangle=1$,
$$\langle\delta A\psi,\delta B\psi\rangle=\langle A\psi,B\psi\rangle-\langle A\rangle\langle B\rangle-\langle A\rangle\langle B\rangle+\langle A\rangle\langle B\rangle=\langle\psi,AB\psi\rangle-\langle A\rangle\langle B\rangle .$$

```lean
variable {x p A B : Module.End ℂ V} {ψ : V} {hbar m t : ℝ}

/-- For symmetric `A`, `B` and a unit vector, `⟨δA ψ, δB ψ⟩ = ⟨ψ, A B ψ⟩ - ⟨A⟩⟨B⟩`. -/
theorem inner_fluct (hA : LinearMap.IsSymmetric A) (hB : LinearMap.IsSymmetric B)
    (hψ : ‖ψ‖ = 1) :
    ⟪fluct A ψ, fluct B ψ⟫_ℂ = ⟪ψ, A (B ψ)⟫_ℂ - (mean A ψ : ℂ) * (mean B ψ : ℂ) := by
  -- expectation values of symmetric operators are real
  have key : ∀ C : Module.End ℂ V, LinearMap.IsSymmetric C → ⟪ψ, C ψ⟫_ℂ = (mean C ψ : ℂ) := by
    intro C hC
    have h : conj ⟪ψ, C ψ⟫_ℂ = ⟪ψ, C ψ⟫_ℂ := by
      rw [inner_conj_symm]
      exact hC ψ ψ
    exact (conj_eq_iff_re.mp h).symm
  have h1 : ⟪ψ, ψ⟫_ℂ = 1 := by rw [inner_self_eq_norm_sq_to_K, hψ]; simp
  simp only [fluct, inner_sub_left, inner_sub_right, inner_smul_left, inner_smul_right,
    conj_ofReal, h1]
  rw [hA ψ (B ψ), hA ψ ψ, key A hA, key B hB]
  ring
```

Setting $B=A$ and taking the real part gives $\operatorname{Var}A=\lVert\delta A\psi\rVert^2$.

```lean
/-- The variance of a symmetric operator in a unit vector is `‖δA ψ‖²`. -/
theorem variance_eq (hA : LinearMap.IsSymmetric A) (hψ : ‖ψ‖ = 1) :
    variance A ψ = ‖fluct A ψ‖ ^ 2 := by
  have h : (⟪fluct A ψ, fluct A ψ⟫_ℂ).re = ‖fluct A ψ‖ ^ 2 := inner_self_eq_norm_sq (𝕜 := ℂ) _
  rw [← h, inner_fluct hA hA hψ]
  simp only [variance, mean, Module.End.mul_apply, sub_re, mul_re, ofReal_re, ofReal_im]
  ring
```

Now let $z=\langle\psi,xp\psi\rangle$. Moving both operators across gives $\langle\psi,px\psi\rangle=\bar z$ (`hw`). The commutator on $\psi$ gives $z-\bar z=i\hbar$ (`hz`), so $\operatorname{Im}z=\hbar/2$ (`him`). The anticommutator gives $\frac12(z+\bar z)=\operatorname{Re}z$, so $\operatorname{Cov}(x,p)=\operatorname{Re}z-\langle x\rangle\langle p\rangle$ (`hcov`). Together,
$$\langle\delta x\psi,\delta p\psi\rangle=\operatorname{Cov}(x,p)+\tfrac{i\hbar}{2},$$
and `Complex.ext` compares real and imaginary parts.

```lean
/-- For symmetric `x`, `p` canonical on a unit vector `ψ`, `⟨δx ψ, δp ψ⟩ = Cov(x, p) + i ħ / 2`. -/
theorem inner_fluct_canonical (hx : LinearMap.IsSymmetric x) (hp : LinearMap.IsSymmetric p)
    (hψ : ‖ψ‖ = 1) (hc : CanonicalAt x p hbar ψ) :
    ⟪fluct x ψ, fluct p ψ⟫_ℂ = (cov x p ψ : ℂ) + I * ((hbar / 2 : ℝ) : ℂ) := by
  have h1 : ⟪ψ, ψ⟫_ℂ = 1 := by rw [inner_self_eq_norm_sq_to_K, hψ]; simp
  have hw : ⟪ψ, p (x ψ)⟫_ℂ = conj ⟪ψ, x (p ψ)⟫_ℂ := by
    rw [inner_conj_symm, hx (p ψ) ψ, hp ψ (x ψ)]
  have hz : ⟪ψ, x (p ψ)⟫_ℂ - ⟪ψ, p (x ψ)⟫_ℂ = I * (hbar : ℂ) := by
    unfold CanonicalAt at hc
    rw [← inner_sub_right, hc, inner_smul_right, h1, mul_one]
  have hcov : cov x p ψ = (⟪ψ, x (p ψ)⟫_ℂ).re - mean x ψ * mean p ψ := by
    simp only [cov, mean, LinearMap.add_apply, Module.End.mul_apply, inner_add_right, add_re,
      hw, conj_re]
    ring
  have him : (⟪ψ, x (p ψ)⟫_ℂ).im = hbar / 2 := by
    have h := congrArg Complex.im hz
    simp only [hw, sub_im, conj_im, mul_im, I_re, I_im, ofReal_re, ofReal_im] at h
    linarith
  rw [inner_fluct hx hp hψ, hcov]
  apply Complex.ext
  · simp only [sub_re, add_re, mul_re, ofReal_re, ofReal_im, I_re, I_im]
    ring
  · simp only [sub_im, add_im, mul_im, ofReal_re, ofReal_im, I_re, I_im, him]
    ring
```

## Two norms that differ in the cross term

Let $\tau$ be real. The operator $x+\tau p$ is symmetric (`hs`) and its fluctuation vector is $\delta x\psi+\tau\,\delta p\psi$ (`hf`). For any complex $c$,
$$\lVert\delta x\psi+c\,\delta p\psi\rVert^2=\operatorname{Var}x+2\operatorname{Re}\bigl[c\,(\operatorname{Cov}+\tfrac{i\hbar}{2})\bigr]+|c|^2\operatorname{Var}p ,$$
with $\operatorname{Cov}=\operatorname{Cov}(x,p)$. The choices $c=\tau$ and $c=i\tau$ have the same modulus (`hn`) and give
$$\operatorname{Var}(x+\tau p)=\operatorname{Var}x+2\tau\operatorname{Cov}+\tau^2\operatorname{Var}p,\qquad \lVert(\delta x+i\tau\,\delta p)\psi\rVert^2=\operatorname{Var}x-\hbar\tau+\tau^2\operatorname{Var}p .$$
Subtracting,
$$\operatorname{Var}(x+\tau p)=\lVert(\delta x+i\tau\,\delta p)\psi\rVert^2+\hbar\tau+2\tau\operatorname{Cov}.$$
The local `key` is the expansion for general $c$, used at both values.

```lean
/-- For symmetric `x`, `p` canonical on a unit vector `ψ` and real `τ`, `Var(x + τ p) = ‖(δx + i τ
δp) ψ‖² + ħ τ + 2 τ Cov(x, p)`. -/
theorem variance_decomposition (hx : LinearMap.IsSymmetric x) (hp : LinearMap.IsSymmetric p)
    (hψ : ‖ψ‖ = 1) (hc : CanonicalAt x p hbar ψ) (τ : ℝ) :
    variance (x + (τ : ℂ) • p) ψ
      = ‖fluct x ψ + (I * (τ : ℂ)) • fluct p ψ‖ ^ 2 + hbar * τ + 2 * (τ * cov x p ψ) := by
  have hs : LinearMap.IsSymmetric (x + (τ : ℂ) • p) := by
    intro u v
    simp only [LinearMap.add_apply, LinearMap.smul_apply, inner_add_left, inner_add_right,
      inner_smul_left, inner_smul_right, conj_ofReal, hx u v, hp u v]
  have hf : fluct (x + (τ : ℂ) • p) ψ = fluct x ψ + (τ : ℂ) • fluct p ψ := by
    simp only [fluct, mean, LinearMap.add_apply, LinearMap.smul_apply, inner_add_right,
      inner_smul_right, add_re, re_ofReal_mul]
    push_cast
    module
  have key : ∀ c : ℂ, ‖fluct x ψ + c • fluct p ψ‖ ^ 2 = ‖fluct x ψ‖ ^ 2
      + 2 * (c * ⟪fluct x ψ, fluct p ψ⟫_ℂ).re + ‖c‖ ^ 2 * ‖fluct p ψ‖ ^ 2 := by
    intro c
    rw [@norm_add_sq ℂ, inner_smul_right, norm_smul, mul_pow]
    rfl
  have hn : ‖I * (τ : ℂ)‖ = ‖(τ : ℂ)‖ := by rw [norm_mul, norm_I, one_mul]
  -- the two norms differ only in the cross term
  rw [variance_eq hs hψ, hf, key τ, key (I * (τ : ℂ)), hn, inner_fluct_canonical hx hp hψ hc]
  simp only [mul_re, add_re, mul_im, add_im, ofReal_re, ofReal_im, I_re, I_im]
  ring
```

## The bound and its equality case

Put $\tau=t/m$. With $m>0$, $t\ge0$ and $\operatorname{Cov}\ge0$, the squared norm (`h2`) and $\tau\operatorname{Cov}$ (`h`) are non-negative, and discarding them leaves
$$\operatorname{Var}x(t)\ \ge\ \hbar t/m .$$
The covariance condition is an assumption on the preparation. In the expansion above the term linear in $t$ is $2t\operatorname{Cov}/m$, so $\operatorname{Cov}\ge0$ says that the packet is not contracting at $t=0$. No sign is imposed on $\hbar$; the bound has content when $\hbar>0$ and $t>0$. For one non-interacting degree of freedom with no potential, it means that a wave packet started without negative $x$–$p$ correlation has a position standard deviation of at least $\sqrt{\hbar t/m}$ after time $t$, whatever its initial width. This serves as a check on a numerical free propagation while the packet is well resolved by the grid and stays away from the edges of the box; in a finite box the variance is bounded and the inequality eventually fails.

```lean
/-- Standard quantum limit: for symmetric `x`, `p` canonical on a unit vector `ψ`, with `Cov(x, p) ≥
0`, `m > 0` and `t ≥ 0`, the freely evolved position has variance at least `ħ t / m`. -/
theorem standard_quantum_limit (hx : LinearMap.IsSymmetric x) (hp : LinearMap.IsSymmetric p)
    (hψ : ‖ψ‖ = 1) (hc : CanonicalAt x p hbar ψ) (hm : 0 < m) (ht : 0 ≤ t)
    (hcov : 0 ≤ cov x p ψ) : hbar * t / m ≤ variance (freePos x p m t) ψ := by
  have h := mul_nonneg (div_nonneg ht hm.le) hcov
  have h2 := sq_nonneg ‖fluct x ψ + (I * ((t / m : ℝ) : ℂ)) • fluct p ψ‖
  rw [freePos, variance_decomposition hx hp hψ hc, mul_div_assoc]
  linarith
```

If the variance equals $\hbar\tau$, the two discarded non-negative terms sum to zero, so $(\delta x+i\tau\,\delta p)\psi=0$. Conversely, that equation gives $\delta x\psi=-i\tau\,\delta p\psi$ (`hu`), hence $\langle\delta x\psi,\delta p\psi\rangle=i\tau\lVert\delta p\psi\rVert^2$. This is purely imaginary, so its real part $\operatorname{Cov}$ vanishes (`hz`) and both discarded terms are zero.

```lean
/-- Under the same conditions the variance equals `ħ t / m` exactly when
`(δx + i (t/m) δp) ψ = 0`. -/
theorem limit_attained_iff (hx : LinearMap.IsSymmetric x) (hp : LinearMap.IsSymmetric p)
    (hψ : ‖ψ‖ = 1) (hc : CanonicalAt x p hbar ψ) (hm : 0 < m) (ht : 0 ≤ t)
    (hcov : 0 ≤ cov x p ψ) : variance (freePos x p m t) ψ = hbar * t / m ↔
      fluct x ψ + (I * ((t / m : ℝ) : ℂ)) • fluct p ψ = 0 := by
  have h := mul_nonneg (div_nonneg ht hm.le) hcov
  have h2 := sq_nonneg ‖fluct x ψ + (I * ((t / m : ℝ) : ℂ)) • fluct p ψ‖
  rw [freePos, variance_decomposition hx hp hψ hc, mul_div_assoc]
  constructor
  · intro e
    have e2 : ‖fluct x ψ + (I * ((t / m : ℝ) : ℂ)) • fluct p ψ‖ ^ 2 = 0 := by linarith
    exact norm_eq_zero.mp (pow_eq_zero_iff two_ne_zero |>.mp e2)
  · intro e
    -- `δx ψ` is an imaginary multiple of `δp ψ`, so the covariance vanishes
    have hu : fluct x ψ = (-(I * ((t / m : ℝ) : ℂ))) • fluct p ψ := by
      rw [neg_smul]
      exact eq_neg_of_add_eq_zero_left e
    have hv : (⟪fluct p ψ, fluct p ψ⟫_ℂ).im = 0 := inner_self_im (𝕜 := ℂ) _
    have h0 := congrArg Complex.re (inner_fluct_canonical hx hp hψ hc)
    rw [hu, inner_smul_left] at h0
    simp only [mul_re, mul_im, add_re, conj_re, conj_im, neg_re, neg_im, I_re, I_im,
      ofReal_re, ofReal_im, hv] at h0
    have hz : cov x p ψ = 0 := by linarith
    rw [e, hz, norm_zero]
    ring
```

## The uncertainty product from the same norm

The second of the two norms gives a neighbouring inequality, which the code does not state. The quadratic $\operatorname{Var}x-\hbar\tau+\tau^2\operatorname{Var}p$ is a squared norm and so is non-negative for every real $\tau$. Its discriminant is then non-positive, which reads $\operatorname{Var}x\cdot\operatorname{Var}p\ge\hbar^2/4$, with no condition on the covariance.

## A two-level model on both sides of the limit

On $\mathbb C^2$, with components $v_0,v_1$ numbered as in `Fin 2`, the operator $a\sigma_x+b\sigma_y$ built from Pauli matrices with real $a,b$ sends $(v_0,v_1)$ to $\bigl((a-ib)v_1,(a+ib)v_0\bigr)$. The state is the unit vector $\psi=(1,0)$.

```lean
/-- The two-level operator `a σx + b σy`. -/
def twoLevel (a b : ℝ) : Module.End ℂ (EuclideanSpace ℂ (Fin 2)) where
  toFun v := !₂[((a : ℂ) - I * b) * v 1, ((a : ℂ) + I * b) * v 0]
  map_add' u v := by ext i; fin_cases i <;> simp [mul_add]
  map_smul' c v := by ext i; fin_cases i <;> simp <;> ring

/-- The two-level state `(1, 0)`. -/
def up : EuclideanSpace ℂ (Fin 2) := !₂[1, 0]
```

Take $x=a\sigma_x$ and $p=g\sigma_x+b\sigma_y$ with real $g$. Then $[x,p]=2iab\,\sigma_z$, which acts on $\psi$ as $i\hbar$ with $\hbar=2ab$. On $(0,1)$ it acts with the opposite sign, so for $ab\neq0$ the relation holds on the state and fails as an operator identity, and $x+tp/m$ is here a formal combination and not the motion generated by $H$. Both means vanish, and $\frac12(xp+px)=ag$, so $\operatorname{Cov}=ag$. With $\tau=t/m$, the operator $x(t)=(a+\tau g)\sigma_x+\tau b\,\sigma_y$ squares to a multiple of the identity, giving
$$\operatorname{Var}x(t)=(a+\tau g)^2+(\tau b)^2 .$$
For $ag\ge0$, $m>0$ and $t\ge0$ every hypothesis of `standard_quantum_limit` is met. For $g=0$ and $a=\tau b$ the variance is $2\tau^2b^2=2ab\tau=\hbar t/m$, so the limit is reached. The proof writes the inner product in components (`hin`) and evaluates each of the six claims.

```lean
/-- The symmetric operators `x = a σx`, `p = g σx + b σy` are canonical on the unit vector
`(1, 0)` with `ħ = 2ab`, `Cov = ag`, `Var x(t) = (a + t g/m)² + (t b/m)²`; the variance equals
`ħ t / m` for `g = 0`, `a = t b / m`. -/
theorem twoLevel_witness (a g b m t : ℝ) :
    (∀ c d, LinearMap.IsSymmetric (twoLevel c d)) ∧ ‖up‖ = 1 ∧
    CanonicalAt (twoLevel a 0) (twoLevel g b) (2 * a * b) up ∧
    cov (twoLevel a 0) (twoLevel g b) up = a * g ∧
    variance (freePos (twoLevel a 0) (twoLevel g b) m t) up
      = (a + t / m * g) ^ 2 + (t / m * b) ^ 2 ∧
    (g = 0 → a = t / m * b →
      variance (freePos (twoLevel a 0) (twoLevel g b) m t) up = 2 * a * b * t / m) := by
  have hin : ∀ u v : EuclideanSpace ℂ (Fin 2),
      ⟪u, v⟫_ℂ = conj (u 0) * v 0 + conj (u 1) * v 1 := by
    intro u v
    simp [PiLp.inner_apply, Fin.sum_univ_two, mul_comm]
  have h0 : ∀ (c d : ℝ) v, twoLevel c d v 0 = ((c : ℂ) - I * d) * v 1 := fun _ _ _ => rfl
  have h1 : ∀ (c d : ℝ) v, twoLevel c d v 1 = ((c : ℂ) + I * d) * v 0 := fun _ _ _ => rfl
  have u0 : up 0 = 1 := rfl
  have u1 : up 1 = 0 := rfl
  have hv : variance (freePos (twoLevel a 0) (twoLevel g b) m t) up
      = (a + t / m * g) ^ 2 + (t / m * b) ^ 2 := by
    unfold freePos
    generalize t / m = τ
    simp [variance, mean, hin, h0, h1, u0, u1]
    ring
  refine ⟨fun c d u v => ?_, ?_, ?_, ?_, hv, fun hg ha => ?_⟩
  · simp only [hin, h0, h1, map_mul, map_add, map_sub, conj_ofReal, conj_I]
    ring
  · simp [up, EuclideanSpace.norm_eq, Fin.sum_univ_two]
  · unfold CanonicalAt
    ext i
    fin_cases i <;> simp [h0, h1, u0, u1]
    ring
  · simp [cov, mean, hin, h0, h1, u0, u1]
    ring
  · rw [hv, hg, ha]
    ring
```

Choose instead $g=-am/t$ with $m,t,b>0$ and $\tau b<2a$. Then $a>0$, the covariance is $-a^2m/t<0$, and $a+\tau g=0$ (`e`), which leaves $\operatorname{Var}x(t)=(\tau b)^2$. Multiplying $\tau b<2a$ by $\tau b>0$ gives $(\tau b)^2<2ab\tau=\hbar t/m$. Symmetry and normalisation come from `twoLevel_witness`, so the covariance condition is the only hypothesis of the bound that fails, and the variance lies below the limit.

```lean
/-- For `m, t, b > 0`, `g = -a m / t` and `t b / m < 2a`, the two-level pair is canonical on `(1,
0)` with `ħ = 2ab`, has negative covariance, and `Var x(t) = (t b / m)²` lies below `ħ t / m`. -/
theorem negative_covariance_beats_limit {a b : ℝ} (hm : 0 < m) (ht : 0 < t) (hb : 0 < b)
    (h : t / m * b < 2 * a) :
    CanonicalAt (twoLevel a 0) (twoLevel (-(a * m / t)) b) (2 * a * b) up ∧
    cov (twoLevel a 0) (twoLevel (-(a * m / t)) b) up < 0 ∧
    variance (freePos (twoLevel a 0) (twoLevel (-(a * m / t)) b) m t) up = (t / m * b) ^ 2 ∧
    (t / m * b) ^ 2 < 2 * a * b * t / m := by
  obtain ⟨-, -, hc, hcov, hv, -⟩ := twoLevel_witness a (-(a * m / t)) b m t
  have hpos : 0 < t / m * b := by positivity
  have ha : 0 < a := by linarith
  have h2 : 0 < a * (a * m / t) := by positivity
  have hm' := hm.ne'
  have ht' := ht.ne'
  have e : a + t / m * -(a * m / t) = 0 := by
    field_simp
    ring
  have e2 : 2 * a * b * t / m = 2 * a * (t / m * b) := by ring
  refine ⟨hc, by rw [hcov]; linarith, by rw [hv, e]; ring, ?_⟩
  rw [e2]
  nlinarith [mul_pos hpos (sub_pos.2 h)]

end

end StandardQuantumLimit
```

```lean
#print axioms StandardQuantumLimit.heisenberg_equation
#print axioms StandardQuantumLimit.standard_quantum_limit
#print axioms StandardQuantumLimit.limit_attained_iff
#print axioms StandardQuantumLimit.negative_covariance_beats_limit
```

```
'StandardQuantumLimit.heisenberg_equation' depends on axioms: [propext, Classical.choice, Quot.sound]
'StandardQuantumLimit.standard_quantum_limit' depends on axioms: [propext, Classical.choice, Quot.sound]
'StandardQuantumLimit.limit_attained_iff' depends on axioms: [propext, Classical.choice, Quot.sound]
'StandardQuantumLimit.negative_covariance_beats_limit' depends on axioms: [propext, Classical.choice, Quot.sound]
```
